# Field energy of a slab with virtual-crystal compensation and a field-free far face

To compare the energies of a charged surface computed with slabs of different thickness, one can first subtract from each the electrostatic field energy stored in the slab. In a continuum slab of thickness $d$ and permittivity $e$, with charge $s$ per unit area on one face, a uniform neutralising background confined to the slab and no field at the other face, this energy is $2\pi s^2d/(3e)$ per unit area in Gaussian units.

```lean
import Mathlib

open Set Real

namespace ChargedSlabCompensation

noncomputable section

/-- Electrostatic energy per unit area (Gaussian units) of the field `F` in a slab of
permittivity `e` occupying `0 ≤ z ≤ d`. -/
def fieldEnergy (e d : ℝ) (F : ℝ → ℝ) : ℝ :=
  e / (8 * π) * ∫ z in (0 : ℝ)..d, F z ^ 2

/-- The field in a slab whose surface charge `s` is compensated by a uniform background of
density `-s / d`: Gauss's law holds throughout the slab and the field vanishes at `z = d`. -/
structure IsVirtualCrystalField (e d s : ℝ) (F : ℝ → ℝ) : Prop where
  gauss : ∀ z ∈ Icc 0 d, HasDerivWithinAt F (-(4 * π * s / (e * d))) (Icc 0 d) z
  far_face : F d = 0

/-- The linear field with slope `-4πs/(e d)` that vanishes at `z = d` is a virtual-crystal field. -/
theorem isVirtualCrystalField_witness (e d s : ℝ) :
    IsVirtualCrystalField e d s (fun z => 4 * π * s / (e * d) * (d - z)) where
  gauss z _ :=
    ((((hasDerivAt_id' z).const_sub d).const_mul
      (4 * π * s / (e * d))).congr_deriv (by ring)).hasDerivWithinAt
  far_face := by simp

/-- Gauss's law and the vanishing field at the far face fix the field everywhere in the slab:
it is linear in the depth. -/
theorem field_eq {e d s : ℝ} {F : ℝ → ℝ} (h : IsVirtualCrystalField e d s F)
    {z : ℝ} (hz : z ∈ Icc 0 d) : F z = 4 * π * s / (e * d) * (d - z) := by
  set k := 4 * π * s / (e * d) with hk
  -- adding back the linear drop leaves a function with zero derivative
  have hder : ∀ x ∈ Icc 0 d,
      HasDerivWithinAt (fun y => F y + k * y) ((fun _ : ℝ => (0 : ℝ)) x) (Icc 0 d) x := by
    intro x hx
    have h1 := h.gauss x hx
    have h2 : HasDerivWithinAt (fun y : ℝ => k * y) (k * 1) (Icc 0 d) x :=
      ((hasDerivAt_id' x).const_mul k).hasDerivWithinAt
    exact (h1.add h2).congr_deriv (by rw [← hk]; ring)
  have hd : d ∈ Icc 0 d := ⟨hz.1.trans hz.2, le_refl d⟩
  have hb := Convex.norm_image_sub_le_of_norm_hasDerivWithin_le (C := 0) hder
    (fun x _ => by simp) (convex_Icc 0 d) hd hz
  rw [zero_mul] at hb
  have h0 : (F z + k * z) - (F d + k * d) = 0 := norm_le_zero_iff.mp hb
  rw [h.far_face] at h0
  linarith

/-- The integral of the squared virtual-crystal field over the slab. -/
theorem integral_field_sq {e d s : ℝ} {F : ℝ → ℝ} (hd : 0 ≤ d)
    (h : IsVirtualCrystalField e d s F) :
    ∫ z in (0 : ℝ)..d, F z ^ 2 = (4 * π * s / (e * d)) ^ 2 * (d ^ 3 / 3) := by
  have hcongr : ∫ z in (0 : ℝ)..d, F z ^ 2
      = ∫ z in (0 : ℝ)..d, (4 * π * s / (e * d)) ^ 2 * (d - z) ^ 2 := by
    apply intervalIntegral.integral_congr
    intro z hz
    rw [uIcc_of_le hd] at hz
    change F z ^ 2 = (4 * π * s / (e * d)) ^ 2 * (d - z) ^ 2
    rw [field_eq h hz, mul_pow]
  -- measure the depth from the far face
  have hint : ∫ z in (0 : ℝ)..d, (d - z) ^ 2 = d ^ 3 / 3 := by
    rw [intervalIntegral.integral_comp_sub_left (fun x : ℝ => x ^ 2) d, integral_pow]
    norm_num
  rw [hcongr, intervalIntegral.integral_const_mul, hint]

/-- In a slab with virtual-crystal compensation the field at the charged face carries the flux
`4πs` of the surface charge, and the field energy per area is `2πs²d/(3e)`. -/
theorem virtualCrystal_energy {e d s : ℝ} {F : ℝ → ℝ} (he : 0 < e) (hd : 0 < d)
    (h : IsVirtualCrystalField e d s F) :
    e * F 0 = 4 * π * s ∧ fieldEnergy e d F = 2 * π * s ^ 2 * d / (3 * e) := by
  have he' : e ≠ 0 := he.ne'
  have hd' : d ≠ 0 := hd.ne'
  have hpi : π ≠ 0 := Real.pi_ne_zero
  constructor
  · rw [field_eq h ⟨le_refl 0, hd.le⟩, sub_zero]
    field_simp
  · unfold fieldEnergy
    rw [integral_field_sq hd.le h]
    field_simp
    ring

/-- A uniform field `E` carrying the flux `4πs` through the whole slab has an energy per area
which, multiplied by the permittivity, equals `2πs²d`. -/
theorem uniformField_energy {e d s E : ℝ} (hE : e * E = 4 * π * s) :
    e * fieldEnergy e d (fun _ => E) = 2 * π * s ^ 2 * d := by
  have hpi : π ≠ 0 := Real.pi_ne_zero
  unfold fieldEnergy
  rw [intervalIntegral.integral_const, smul_eq_mul, sub_zero]
  calc e * (e / (8 * π) * (d * E ^ 2)) = (e * E) ^ 2 * d / (8 * π) := by ring
    _ = (4 * π * s) ^ 2 * d / (8 * π) := by rw [hE]
    _ = 2 * π * s ^ 2 * d := by
      field_simp
      ring

/-- The virtual-crystal field stores one third of the energy of a uniform field with the same
value at the charged face. -/
theorem virtualCrystal_energy_eq_third {e d s : ℝ} {F : ℝ → ℝ} (hd : 0 ≤ d)
    (h : IsVirtualCrystalField e d s F) :
    fieldEnergy e d F = 1 / 3 * fieldEnergy e d (fun _ => F 0) := by
  unfold fieldEnergy
  rw [integral_field_sq hd h, intervalIntegral.integral_const, smul_eq_mul,
    field_eq h ⟨le_refl 0, hd⟩]
  ring

/-- A field that decreases through the slab and stays non-negative up to the far face stores at
most the energy of a uniform field with the same value at the charged face. -/
theorem energy_le_uniformField {e d : ℝ} {F : ℝ → ℝ} (he : 0 ≤ e) (hd : 0 ≤ d)
    (hF : AntitoneOn F (Icc 0 d)) (hfar : 0 ≤ F d) :
    fieldEnergy e d F ≤ fieldEnergy e d (fun _ => F 0) := by
  -- inside the slab the field lies between zero and its value at the charged face
  have hb : ∀ z ∈ uIoc 0 d, ‖F z ^ 2‖ ≤ F 0 ^ 2 := by
    intro z hz
    rw [uIoc_of_le hd] at hz
    have hz' : z ∈ Icc 0 d := ⟨hz.1.le, hz.2⟩
    have h1 : F z ≤ F 0 := hF ⟨le_refl 0, hd⟩ hz' hz'.1
    have h2 : F d ≤ F z := hF hz' ⟨hd, le_refl d⟩ hz'.2
    rw [Real.norm_of_nonneg (sq_nonneg _)]
    exact pow_le_pow_left₀ (hfar.trans h2) h1 2
  have hint : ∫ z in (0 : ℝ)..d, F z ^ 2 ≤ F 0 ^ 2 * |d - 0| :=
    (Real.le_norm_self _).trans (intervalIntegral.norm_integral_le_of_norm_le_const hb)
  rw [sub_zero, abs_of_nonneg hd] at hint
  unfold fieldEnergy
  rw [intervalIntegral.integral_const, smul_eq_mul, sub_zero, mul_comm d]
  exact mul_le_mul_of_nonneg_left hint (by positivity)

end

end ChargedSlabCompensation
```

```lean
#print axioms ChargedSlabCompensation.virtualCrystal_energy
#print axioms ChargedSlabCompensation.uniformField_energy
#print axioms ChargedSlabCompensation.virtualCrystal_energy_eq_third
#print axioms ChargedSlabCompensation.energy_le_uniformField
```

```
'ChargedSlabCompensation.virtualCrystal_energy' depends on axioms: [propext, Classical.choice, Quot.sound]
'ChargedSlabCompensation.uniformField_energy' depends on axioms: [propext, Classical.choice, Quot.sound]
'ChargedSlabCompensation.virtualCrystal_energy_eq_third' depends on axioms: [propext, Classical.choice, Quot.sound]
'ChargedSlabCompensation.energy_le_uniformField' depends on axioms: [propext, Classical.choice, Quot.sound]
```

## A charged face and a uniform background

The slab occupies $0\le z\le d$, and its surface charge $s$ sits on the face $z=0$. In virtual-crystal compensation the countercharge is supplied by slightly altered nuclear charges throughout the material. Averaged over the atomic structure, this is a uniform charge density $-s/d$, which integrates to $-s$ over the thickness and makes the slab neutral.

The function $F$ is the electric field along $z$. With displacement $eF$, Gauss's law reads $(eF)'=4\pi\rho$, where $\rho$ is the charge density that is not already accounted for by the dielectric response. Inserting $\rho=-s/d$ gives

$$F'(z)=-\frac{4\pi s}{e\,d}.$$

The structure `IsVirtualCrystalField e d s F` consists of this equation and one boundary condition. Its field `gauss` states the equation at every point of the closed interval `Icc 0 d`. The derivative is taken within that interval, so at the two faces it is one-sided and nothing is assumed about $F$ outside the slab. Its field `far_face` states $F(d)=0$. Physically, this condition says that no external field is applied: a neutral slab then has no field on either side, and with no charged sheet at $z=d$ the field inside must reach zero there.

The sheet of charge at $z=0$ doesn't appear in the structure as an object of its own. The number $s$ enters through the density of the background, and the sheet shows up in a conclusion. `virtualCrystal_energy` states, for $e>0$ and $d>0$, that

$$eF(0)=4\pi s\qquad\text{and}\qquad \frac{e}{8\pi}\int_0^d F(z)^2\,dz=\frac{2\pi s^2d}{3e}.$$

The first equation is the jump in displacement that a sheet of charge $s$ produces when there is no field in front of it. The second is the field energy. Its left-hand side is `fieldEnergy e d F`, the energy density $eF^2/(8\pi)$ of a linear dielectric integrated over the thickness, which is an energy per unit area. It is written $U[F]$ below.

At fixed $s$ and $e$ the energy is proportional to $d$. In a supercell calculation of a charged surface defect, $s$ would be the defect charge divided by the lateral area of the cell, and the formula gives the energy of the laterally averaged field in a slab that responds as a uniform linear dielectric. This requires that no field is left in the vacuum between the periodic images. A slab charged on one face has a dipole moment, so with periodic boundary conditions along $z$ such a field arises unless it is removed, for instance by a dipole correction.

The model contains no atomic structure, no lateral variation of the charge and no interaction between periodic images. The permittivity is a given constant, the same everywhere in the slab, and isn't derived from an electronic-structure calculation. Gauss's law and the boundary condition are the assumptions from which the energy follows.

## From the constant slope to the energy

Write $k=4\pi s/(e\,d)$, so that $F'=-k$ on the slab. Adding the linear function $kz$ removes the slope:

$$\frac{d}{dz}\bigl(F(z)+kz\bigr)=-k+k=0.$$

The sum is therefore constant, and its value can be read off at the far face, where $F(d)=0$:

$$F(z)+kz=F(d)+kd=kd,\qquad\text{hence}\qquad F(z)=k(d-z).$$

The field varies linearly from $kd$ at the charged face to zero at the other. At $z=0$ this gives

$$eF(0)=e\,k\,d=e\cdot\frac{4\pi s}{e\,d}\cdot d=4\pi s.$$

For the energy, measure the depth from the far face with $u=d-z$:

$$\int_0^dF(z)^2\,dz=k^2\int_0^d(d-z)^2\,dz=k^2\int_0^du^2\,du=\frac{k^2d^3}{3}.$$

Multiplying by $e/(8\pi)$ and inserting $k$ gives

$$U[F]=\frac{e}{8\pi}\cdot\frac{16\pi^2s^2}{e^2d^2}\cdot\frac{d^3}{3}=\frac{2\pi s^2d}{3e}.$$

The powers of $d$ show where the linear growth comes from. A thicker slab has a more dilute background and hence a gentler slope, which contributes $d^{-2}$ to the squared field, while the integral of the squared depth contributes $d^3$.

## The same steps in Lean

`field_eq` proves the linear profile. It introduces `k` as above, and the intermediate statement `hder` says that `fun y => F y + k * y` has derivative zero within the slab. The step from zero derivative to constancy is the mean value inequality on a convex set, `Convex.norm_image_sub_le_of_norm_hasDerivWithin_le`. With the derivative bounded by `C := 0`, it gives

$$\bigl|(F(z)+kz)-(F(d)+kd)\bigr|\le 0\cdot|z-d|=0.$$

The two values are therefore equal. Rewriting with `far_face` replaces $F(d)$ by zero, and `linarith` solves for $F(z)$.

`integral_field_sq` computes the integral of the squared field. Since the profile is known only inside the slab, `intervalIntegral.integral_congr` is used to replace the integrand on the interval of integration alone. The substitution $u=d-z$ is `intervalIntegral.integral_comp_sub_left`, and `integral_pow` integrates $u^2$.

`virtualCrystal_energy` then proves its two equations separately. The flux comes from `field_eq` at $z=0$, and the energy comes from `integral_field_sq`. In both, `field_simp` cancels common factors, which is where the proof needs $e$ and $d$ to be nonzero.

`isVirtualCrystalField_witness` takes the opposite direction. It differentiates the explicit function $k(d-z)$ and checks that it vanishes at $z=d$, so for every choice of $e$, $d$ and $s$ there is a field to which the definition applies.

## Comparison with a countercharge on the far face

If the whole countercharge is placed as a sheet at $z=d$, the slab becomes a parallel-plate capacitor. The field inside has a constant value $E$ with $eE=4\pi s$, and its energy satisfies

$$e\,U[E]=\frac{(eE)^2d}{8\pi}=\frac{(4\pi s)^2d}{8\pi}=2\pi s^2d.$$

This is `uniformField_energy`, and the `calc` block in its proof follows the same chain. For positive $e$, division gives $U[E]=2\pi s^2d/e$.

The virtual-crystal energy is one third of this value. `virtualCrystal_energy_eq_third` states the relation directly between fields: $U[F]$ equals $\tfrac13$ times the energy of the uniform field whose value everywhere is $F(0)$. The factor is the average of $(1-z/d)^2$ over a slab of positive thickness. In the proof it appears when $k^2d^3/3$ is compared with $d\,(kd)^2$.

`energy_le_uniformField` gives an upper bound for a wider class of fields. It assumes $e\ge0$, $d\ge0$, a field that doesn't increase anywhere in the slab (`AntitoneOn F (Icc 0 d)`), and $F(d)\ge0$. For each $z$ in the slab these conditions give

$$0\le F(d)\le F(z)\le F(0),\qquad\text{hence}\qquad F(z)^2\le F(0)^2.$$

Integration gives $\int_0^dF(z)^2\,dz\le F(0)^2d$, and multiplication by $e/(8\pi)\ge0$ gives $U[F]\le U[F(0)]$, where the right-hand side is the energy of the uniform field. In Lean the pointwise bound is `hb`, and `intervalIntegral.norm_integral_le_of_norm_le_const` turns it into the bound on the integral.

In the absence of an external field, the physical reading for positive $s$ is a countercharge that is nowhere positive and doesn't exceed $s$ in total magnitude. Such a charge can only lower the field with depth and can't reverse it. However it is distributed, the slab then stores at most the energy of the capacitor with the same field at the charged face. For negative $s$ the same argument applies to $-F$, which has the same energy. The theorem itself speaks only of the field, so the passage from a charge distribution to a decreasing field is a separate application of Gauss's law.

## A slab charged on both faces

The condition $F(d)=0$ determines the constant of integration, and without it both conclusions of `virtualCrystal_energy` can fail. Take $e=d=s=1$ and

$$F(z)=4\pi\left(\tfrac12-z\right).$$

This field has the slope $-4\pi$ that Gauss's law requires, but $F(1)=-2\pi$. The flux at the first face is $F(0)=2\pi$, where the theorem would give $4\pi$. The energy is

$$U[F]=\frac{1}{8\pi}\cdot16\pi^2\int_0^1\left(\tfrac12-z\right)^2dz=2\pi\cdot\frac1{12}=\frac{\pi}{6},$$

where the formula would give $2\pi/3$, four times as much.

With no field outside the slab, the example describes the same background with the surface charge divided equally between the two faces. The field points inward from each face and vanishes in the middle. Before $2\pi s^2d/(3e)$ is subtracted for a slab, it is therefore worth checking that the charge $s$ sits on one face only and that the other face is free of field.
